# The Slater determinant of the orbitals \(1, x, \dots, x^{N-1}\) is harmonic

## Dropping a Laplacian from the local energy

The local energy of a wavefunction \(\Phi\) is \(H\Phi/\Phi\). For the ground state of \(N\) non-interacting, spin-polarised fermions in a one-dimensional harmonic trap, \(\Phi\) is a polynomial \(\Psi\) times a Gaussian, and the term \(\Delta\Psi\) drops out of the local energy. In units \(\hbar = m = \omega = 1\), with \(H = \sum_j \tfrac12(-\partial_j^2 + x_j^2)\), the product rule gives

\[
H\,\Psi e^{-\sum_j x_j^2/2} = e^{-\sum_j x_j^2/2}\Big(-\tfrac12\Delta + \sum_j x_j\partial_j + \tfrac N2\Big)\Psi .
\]

The ground state fills the \(N\) lowest levels, whose orbitals are Hermite polynomials of degree \(0, \dots, N-1\) times a Gaussian. Column operations turn the determinant of these polynomials into a nonzero constant times that of the monomials, so \(\Psi\) can be taken to be the Slater determinant of the monomial orbitals. Since \(\Delta\Psi = 0\), only the first-order term and the zero-point energy remain.

## The statement in Lean

Particles and orbitals are numbered from \(0\) to \(N-1\). `Poly N` is the ring of real polynomials in the coordinates \(x_j\), written `X j`; `C` turns a real number into a constant polynomial. `slater N` is \(\Psi = \det M\) with \(M_{jk} = x_j^k\), without the factor \(1/\sqrt{N!}\). A nonzero constant prefactor affects neither \(\Delta\Psi = 0\) nor the eigenvalues found below.

`laplacian_slater` says that \(\sum_j \partial_j^2\Psi\) is the zero polynomial for every \(N\). The derivatives `pderiv j` are formal, so this is an identity of polynomials. `sum_partialPow_slater` extends it to \(\sum_j \partial_j^m\Psi = 0\) for every \(m \ge 1\), and `slater_ne_zero` says that \(\Psi \neq 0\).

The file contains neither the Gaussian nor a Hilbert space: `oscillator_slater` concerns the polynomial operator \(-\tfrac12\Delta + \sum_j x_j\partial_j\), and the conversion above is the ordinary product rule. Interactions and higher spatial dimensions are not treated.

## A trace decides the result

Let \(T_j\) be a linear operator that acts only on \(x_j\). In

\[
\Psi = \sum_\sigma \operatorname{sgn}(\sigma) \prod_i x_i^{\sigma(i)}
\]

each term has exactly one factor from row \(j\), and no other factor depends on \(x_j\), so \(T_j\) replaces row \(j\) of \(M\) by the entries \(T_j x_j^k\). Suppose that the orbital space is mapped to itself by the same real matrix \(D\) for every particle:

\[
T_j x_j^k = \sum_l x_j^l D_{lk}.
\]

The new row is then row \(j\) of \(MD\). Expanding along it gives

\[
T_j\Psi = \sum_k (MD)_{jk}\,(\operatorname{adj} M)_{kj} = (MD\operatorname{adj} M)_{jj}.
\]

Summing over \(j\), and using the cyclic trace and \(\operatorname{adj}(M)\,M = \det(M)\,I\),

\[
\sum_j T_j\Psi = \operatorname{tr}(D \operatorname{adj}(M)\, M) = \operatorname{tr}(D)\,\Psi .
\]

For \(T_j = \partial_j^m\),

\[
\partial_j^m x_j^k = k(k-1)\cdots(k-m+1)\,x_j^{k-m},
\]

which is zero if \(k < m\). Thus \(D_{lk}\) can be nonzero only if \(l + m = k\). For \(m \ge 1\) the diagonal vanishes, and so does the trace. The case \(m = 2\) is harmonicity.

The same argument with \(T_j = x_j\partial_j\) has \(D = \operatorname{diag}(0, \dots, N-1)\), hence

\[
\sum_j x_j\partial_j\Psi = \tfrac{N(N-1)}2\,\Psi .
\]

With the zero-point energy \(N/2\), the total energy of the ground state, kinetic plus potential, is \(N^2/2\). The local energy has this same value wherever \(\Psi \neq 0\), as it must for an exact eigenstate.

## When the orbital space is not closed

The orbitals \(1, x^3\) give \(x_1^3 - x_0^3\), whose Laplacian is \(6(x_1 - x_0) \neq 0\). The second derivative sends \(x^3\) to \(6x\), which lies outside their span, so no matrix \(D\) exists.

## The file

```lean
import Mathlib

open MvPolynomial

namespace SlaterHarmonic

noncomputable section

/-- Real polynomials in the coordinates of `N` particles on a line. -/
abbrev Poly (N : ℕ) := MvPolynomial (Fin N) ℝ

/-- The matrix whose entry `(j, k)` is the orbital `x ^ k` evaluated at particle `j`. -/
def orbitalMatrix (N : ℕ) : Matrix (Fin N) (Fin N) (Poly N) :=
  Matrix.of fun j k => X j ^ (k : ℕ)

/-- The unnormalised Slater determinant of the orbitals `1, x, ..., x ^ (N - 1)`. -/
def slater (N : ℕ) : Poly N := (orbitalMatrix N).det

/-- The `m`-th partial derivative with respect to the coordinate of particle `j`. -/
def partialPow {N : ℕ} (j : Fin N) : ℕ → (Poly N →ₗ[ℝ] Poly N)
  | 0 => LinearMap.id
  | m + 1 => (pderiv j).toLinearMap ∘ₗ partialPow j m

/-- The operator `x_j ∂_j` of particle `j`. -/
def eulerOp {N : ℕ} (j : Fin N) : Poly N →ₗ[ℝ] Poly N :=
  LinearMap.mulLeft ℝ (X j) ∘ₗ (pderiv j).toLinearMap

/-- The Laplacian: the sum of the second partial derivatives over all particles. -/
def laplacian {N : ℕ} (f : Poly N) : Poly N := ∑ j, pderiv j (pderiv j f)

/-- The Slater determinant of the monomial orbitals is not the zero polynomial. -/
theorem slater_ne_zero (N : ℕ) : slater N ≠ 0 :=
  Matrix.det_vandermonde_ne_zero_iff.mpr (X_injective (σ := Fin N) (R := ℝ))

/-- An operator acting on the coordinate of particle `j` alone acts on a determinant
through row `j`, if the other rows do not depend on that coordinate. -/
theorem det_row_operator {N : ℕ} (j : Fin N) (T : Poly N →ₗ[ℝ] Poly N)
    (hT : ∀ f g, pderiv j g = 0 → T (f * g) = T f * g)
    (M : Matrix (Fin N) (Fin N) (Poly N))
    (hM : ∀ i, i ≠ j → ∀ k, pderiv j (M i k) = 0) :
    T M.det = (M.updateRow j fun k => T (M j k)).det := by
  -- Leibniz expansion with the factor of row `j` in front
  have key : ∀ A : Matrix (Fin N) (Fin N) (Poly N), A.det =
      ∑ σ : Equiv.Perm (Fin N), A j (σ j) *
        (((Equiv.Perm.sign σ : ℤ) : Poly N) * ∏ i ∈ Finset.univ.erase j, A i (σ i)) := by
    intro A
    rw [← Matrix.det_transpose, Matrix.det_apply']
    refine Finset.sum_congr rfl fun σ _ => ?_
    rw [← Finset.mul_prod_erase Finset.univ _ (Finset.mem_univ j)]
    simp only [Matrix.transpose_apply]
    ring
  rw [key M, key (M.updateRow j fun k => T (M j k)), map_sum]
  refine Finset.sum_congr rfl fun σ _ => ?_
  -- the remaining factors are constant in the coordinate of particle `j`
  have hprod : pderiv j (∏ i ∈ Finset.univ.erase j, M i (σ i)) = 0 := by
    refine Finset.prod_induction _ (fun p => pderiv j p = 0) ?_ ?_ ?_
    · intro a b ha hb
      change pderiv j a = 0 at ha
      change pderiv j b = 0 at hb
      change pderiv j (a * b) = 0
      rw [Derivation.leibniz, ha, hb, smul_zero, smul_zero, add_zero]
    · exact Derivation.map_one_eq_zero _
    · intro i hi
      exact hM i (Finset.ne_of_mem_erase hi) _
  have hs : ∀ p : Poly N, pderiv j p = 0 →
      pderiv j (((Equiv.Perm.sign σ : ℤ) : Poly N) * p) = 0 := by
    intro p hp
    rcases Int.units_eq_one_or (Equiv.Perm.sign σ) with h | h <;> simp [h, hp]
  rw [hT _ _ (hs _ hprod), Matrix.updateRow_self]
  congr 2
  refine Finset.prod_congr rfl fun i hi => ?_
  rw [Matrix.updateRow_ne (Finset.ne_of_mem_erase hi)]

/-- Replacing each row of `M` in turn by the same row of `M * D` and adding up the
determinants gives the trace of `D` times the determinant of `M`. -/
theorem sum_det_updateRow_mul {N : ℕ} {R : Type*} [CommRing R]
    (M D : Matrix (Fin N) (Fin N) R) :
    ∑ j, (M.updateRow j ((M * D) j)).det = D.trace * M.det := by
  have h : ∀ j, (M.updateRow j ((M * D) j)).det = (M * D * M.adjugate) j j := by
    intro j
    rw [← Matrix.cramer_transpose_apply, Matrix.cramer_eq_adjugate_mulVec,
      ← Matrix.adjugate_transpose, Matrix.mul_apply]
    simp only [Matrix.mulVec, dotProduct, Matrix.transpose_apply]
    exact Finset.sum_congr rfl fun k _ => mul_comm _ _
  calc ∑ j, (M.updateRow j ((M * D) j)).det = (M * D * M.adjugate).trace :=
        Finset.sum_congr rfl fun j _ => h j
    _ = D.trace * M.det := by
        rw [Matrix.trace_mul_comm, ← Matrix.mul_assoc, Matrix.adjugate_mul,
          Matrix.smul_mul, Matrix.one_mul, Matrix.trace_smul, smul_eq_mul, mul_comm]

/-- A one-body operator that maps the span of the occupied orbitals to itself, with
matrix `D`, multiplies the Slater determinant by the trace of `D`. -/
theorem oneBody_slater {N : ℕ} (T : Fin N → (Poly N →ₗ[ℝ] Poly N))
    (hT : ∀ j f g, pderiv j g = 0 → T j (f * g) = T j f * g)
    (D : Matrix (Fin N) (Fin N) ℝ)
    (hD : ∀ j k : Fin N, T j (X j ^ (k : ℕ)) = ∑ l : Fin N, X j ^ (l : ℕ) * C (D l k)) :
    ∑ j, T j (slater N) = C D.trace * slater N := by
  have h := sum_det_updateRow_mul (orbitalMatrix N) (D.map (C (σ := Fin N)))
  have ht : (D.map (C (σ := Fin N))).trace = C D.trace := by simp [Matrix.trace]
  rw [ht] at h
  unfold slater
  rw [← h]
  refine Finset.sum_congr rfl fun j _ => ?_
  have hM : ∀ i, i ≠ j → ∀ k, pderiv j (orbitalMatrix N i k) = 0 := by
    intro i hi k
    change pderiv j (X i ^ (k : ℕ)) = 0
    rw [Derivation.leibniz_pow, pderiv_X_of_ne hi, smul_zero, smul_zero]
  have row : (fun k => T j (orbitalMatrix N j k)) =
      (orbitalMatrix N * D.map (C (σ := Fin N))) j := by
    funext k
    rw [Matrix.mul_apply]
    exact hD j k
  rw [det_row_operator j (T j) (hT j) _ hM, row]

/-- The operators `x_j ∂_j` satisfy the hypotheses of `oneBody_slater`, with the
diagonal matrix of the orbital degrees. -/
theorem oneBody_slater_witness (N : ℕ) :
    (∀ (j : Fin N) (f g : Poly N), pderiv j g = 0 → eulerOp j (f * g) = eulerOp j f * g) ∧
    ∀ j k : Fin N, eulerOp j (X j ^ (k : ℕ)) = ∑ l : Fin N, X j ^ (l : ℕ) *
      C (Matrix.diagonal (fun i : Fin N => ((i : ℕ) : ℝ)) l k) := by
  constructor
  · intro j f g hg
    change X j * pderiv j (f * g) = X j * pderiv j f * g
    rw [Derivation.leibniz, hg, smul_zero, zero_add, smul_eq_mul]
    ring
  · intro j k
    have hpow : ∀ n : ℕ, (X j : Poly N) * pderiv j (X j ^ n) = X j ^ n * C (n : ℝ) := by
      intro n
      cases n with
      | zero => simp
      | succ n =>
        rw [Derivation.leibniz_pow, pderiv_X_self]
        simp only [smul_eq_mul, nsmul_eq_mul, mul_one, Nat.add_sub_cancel, map_natCast]
        ring
    rw [Finset.sum_eq_single k]
    · rw [Matrix.diagonal_apply_eq]
      exact hpow k
    · intro l _ hl
      rw [Matrix.diagonal_apply_ne _ hl, map_zero, mul_zero]
    · intro hk
      exact absurd (Finset.mem_univ k) hk

/-- For every order `m ≥ 1`, the sum over all particles of the `m`-th partial
derivatives of the Slater determinant is the zero polynomial. -/
theorem sum_partialPow_slater (N m : ℕ) (hm : 1 ≤ m) :
    ∑ j, partialPow j m (slater N) = 0 := by
  have hloc : ∀ (n : ℕ) (j : Fin N) (f g : Poly N), pderiv j g = 0 →
      partialPow j n (f * g) = partialPow j n f * g := by
    intro n j f g hg
    induction n with
    | zero => rfl
    | succ n ih =>
      change pderiv j (partialPow j n (f * g)) = pderiv j (partialPow j n f) * g
      rw [ih, Derivation.leibniz, hg, smul_zero, zero_add, smul_eq_mul, mul_comm]
  have hpow : ∀ (n : ℕ) (j : Fin N) (k : ℕ), partialPow j n (X j ^ k) =
      C (k.descFactorial n : ℝ) * X j ^ (k - n) := by
    intro n j k
    induction n with
    | zero => simp [partialPow]
    | succ n ih =>
      change pderiv j (partialPow j n (X j ^ k)) = _
      rw [ih, Derivation.leibniz, pderiv_C, Derivation.leibniz_pow, pderiv_X_self,
        Nat.descFactorial_succ]
      simp only [smul_eq_mul, nsmul_eq_mul, mul_zero, add_zero, mul_one, Nat.cast_mul,
        map_mul, map_natCast, Nat.sub_sub]
      ring
  -- the matrix of the `m`-th derivative sits on the `m`-th superdiagonal
  let D : Matrix (Fin N) (Fin N) ℝ := Matrix.of fun l k =>
    if (l : ℕ) + m = k then ((k : ℕ).descFactorial m : ℝ) else 0
  have htr : D.trace = 0 := by
    refine Finset.sum_eq_zero fun i _ => ?_
    exact if_neg (by omega)
  have hD : ∀ j k : Fin N, partialPow j m (X j ^ (k : ℕ)) =
      ∑ l : Fin N, X j ^ (l : ℕ) * C (D l k) := by
    intro j k
    have hoff : ∀ l : Fin N, (l : ℕ) + m ≠ k → (X j : Poly N) ^ (l : ℕ) * C (D l k) = 0 := by
      intro l hl
      have h0 : D l k = 0 := if_neg hl
      rw [h0, map_zero, mul_zero]
    rw [hpow]
    by_cases h : m ≤ (k : ℕ)
    · have hlt : (k : ℕ) - m < N := by omega
      rw [Finset.sum_eq_single (⟨(k : ℕ) - m, hlt⟩ : Fin N)]
      · have h1 : D ⟨(k : ℕ) - m, hlt⟩ k = ((k : ℕ).descFactorial m : ℝ) :=
          if_pos (Nat.sub_add_cancel h)
        rw [h1, mul_comm]
      · intro l _ hl
        refine hoff l fun e => hl (Fin.ext ?_)
        change (l : ℕ) = (k : ℕ) - m
        omega
      · intro hk
        exact absurd (Finset.mem_univ _) hk
    · rw [Nat.descFactorial_of_lt (not_le.mp h), Nat.cast_zero, map_zero, zero_mul]
      exact (Finset.sum_eq_zero fun l _ => hoff l (by omega)).symm
  rw [oneBody_slater (fun j => partialPow j m) (hloc m) D hD, htr, map_zero, zero_mul]

/-- The Slater determinant of the monomial orbitals is harmonic. -/
theorem laplacian_slater (N : ℕ) : laplacian (slater N) = 0 :=
  sum_partialPow_slater N 2 (by norm_num)

/-- The operator `∑ x_j ∂_j` multiplies the Slater determinant by `N (N - 1) / 2`. -/
theorem euler_slater (N : ℕ) :
    ∑ j, eulerOp j (slater N) = C ((N : ℝ) * (N - 1) / 2) * slater N := by
  have hsum : ∀ n : ℕ, ∑ k ∈ Finset.range n, (k : ℝ) = (n : ℝ) * (n - 1) / 2 := by
    intro n
    induction n with
    | zero => simp
    | succ n ih =>
      rw [Finset.sum_range_succ, ih]
      push_cast
      ring
  rw [oneBody_slater eulerOp (oneBody_slater_witness N).1 _ (oneBody_slater_witness N).2,
    Matrix.trace_diagonal, Fin.sum_univ_eq_sum_range (fun k : ℕ => (k : ℝ)) N, hsum]

/-- The operator `-½ Δ + ∑ x_j ∂_j` multiplies the Slater determinant by `N (N - 1) / 2`. -/
theorem oscillator_slater (N : ℕ) :
    C (-1 / 2 : ℝ) * laplacian (slater N) + ∑ j, eulerOp j (slater N) =
      C ((N : ℝ) * (N - 1) / 2) * slater N := by
  rw [laplacian_slater, mul_zero, zero_add, euler_slater]

end

end SlaterHarmonic
```

```lean
#print axioms SlaterHarmonic.slater_ne_zero
#print axioms SlaterHarmonic.laplacian_slater
#print axioms SlaterHarmonic.oscillator_slater
```

```
'SlaterHarmonic.slater_ne_zero' depends on axioms: [propext, Classical.choice, Quot.sound]
'SlaterHarmonic.laplacian_slater' depends on axioms: [propext, Classical.choice, Quot.sound]
'SlaterHarmonic.oscillator_slater' depends on axioms: [propext, Classical.choice, Quot.sound]
```

## How the proof follows the derivation

`det_row_operator` is the row replacement. Its hypothesis `hT` is the part of "acts only on \(x_j\)" that the proof uses: a factor \(g\) with \(\partial_j g = 0\) can be pulled out of \(T\). The step `key` writes the Leibniz expansion with the factor from row \(j\) in front, and `hprod` shows that the remaining product has zero derivative in \(x_j\).

`sum_det_updateRow_mul` is the adjugate computation, valid over any commutative ring. Cramer's rule identifies each determinant with a diagonal entry of \(MD\operatorname{adj}M\); `Matrix.trace_mul_comm` and `Matrix.adjugate_mul` finish the sum. `oneBody_slater` combines the two lemmas, with `hD` as the closure condition.

In `sum_partialPow_slater`, `hloc` proves locality by induction on the order, and `hpow` computes the derivative of a monomial, with `descFactorial` as the falling product. `htr` obtains the zero trace from the fact that \(i + m = i\) is impossible for \(m \ge 1\). The proof of `hD` separates \(m \le k\), where one term of the sum survives, from \(k < m\), where both sides vanish. `laplacian_slater` sets \(m = 2\).

`oneBody_slater_witness` checks both conditions for \(x_j\partial_j\). `euler_slater` then sums the degrees, and `oscillator_slater` adds the vanishing Laplacian. `slater_ne_zero` uses the Vandermonde criterion: the determinant is nonzero because the variables are distinct.
